# Dropping eigenvalues in \([0,\delta]\) of the sign-reversed dressed polarizability changes a finite symmetrised inverse dielectric matrix by at most \(\delta/(1+\delta)\)

With a single screening mode, the dielectric matrix is a number \(1+q\), where \(q\ge 0\) measures how strongly the mode screens. Let \(0\le q_1\le q_2\le q_1+\delta\). Then

\[
0\le \frac1{1+q_1}-\frac1{1+q_2}=\frac{q_2-q_1}{(1+q_1)(1+q_2)}\le\frac{\delta}{(1+q_1)(1+q_1+\delta)}\le\frac{\delta}{1+\delta}.
\]

The second inequality holds because the difference grows with \(q_2\), and the last because \(q_1\ge0\). For a fixed difference \(q_2-q_1>0\), the change is largest at \(q_1=0\), which is the value that truncation leaves in a discarded mode.

Truncation keeps the eigenvectors, so for it this calculation could be repeated mode by mode. The general bound below also covers matrices \(Q_1,Q_2\) that do not commute and so have no common orthonormal eigenbasis. A variational principle gives the same constant, and truncation is a special case. The setting is a finite real basis, indexed by `n`.

```lean
import Mathlib

open scoped Matrix

namespace EigenpotentialTruncation

noncomputable section

variable {n : Type*} [Fintype n] [DecidableEq n]
```

## The symmetrised dielectric matrix

Let \(v_{\mathrm C}\) be the Coulomb interaction and \(\chi_0\) the independent-particle polarizability. In the random-phase approximation the symmetrised dielectric matrix is

\[
\varepsilon(Q)=1+Q,\qquad Q=-v_{\mathrm C}^{1/2}\,\chi_0\,v_{\mathrm C}^{1/2}.
\]

The code takes \(Q\) as a given real matrix and does not construct it from orbitals. The later hypothesis that \(Q\) is positive semidefinite stands for the stability of the static response of a non-interacting ground state: a perturbation can only lower its energy at second order.

```lean
/-- The symmetrised dielectric matrix `1 + Q`, where `Q` is the sign-reversed polarizability
dressed with the square root of the Coulomb interaction on both sides. -/
def dielectric (Q : Matrix n n ℝ) : Matrix n n ℝ := 1 + Q
```

Let the columns of an orthogonal matrix \(U\) be the eigenpotentials, with eigenvalues \(\lambda_i\). Keeping only those in a set \(S\) gives

\[
Q_S=U\,\mathrm{diag}(\lambda_i\ \text{if } i\in S,\ 0\ \text{otherwise})\,U^{\mathsf T}.
\]

The full matrix is the case `S = Finset.univ`.

```lean
/-- The matrix `U diag(d) Uᵀ`, where `d i = lam i` for `i ∈ S` and `d i = 0` otherwise. -/
def truncated (U : Matrix n n ℝ) (lam : n → ℝ) (S : Finset n) : Matrix n n ℝ :=
  U * Matrix.diagonal (fun i => if i ∈ S then lam i else 0) * Uᵀ
```

The order \(A\le B\) means that \(B-A\) is positive semidefinite, written `(B - A).PosSemidef`. For real matrices this amounts to symmetry together with \(x\cdot(B-A)x\ge0\) for all \(x\). In Lean, `⬝ᵥ` is the dot product and `*ᵥ` applies a matrix to a vector.

```lean
omit [DecidableEq n] in
/-- A real matrix is positive semidefinite exactly when it is symmetric and its quadratic form
is nonnegative. -/
theorem posSemidef_real_iff (M : Matrix n n ℝ) :
    M.PosSemidef ↔ Mᵀ = M ∧ ∀ x : n → ℝ, 0 ≤ x ⬝ᵥ M *ᵥ x := by
  rw [Matrix.posSemidef_iff_dotProduct_mulVec]
  simp only [Matrix.IsHermitian, Matrix.conjTranspose_eq_transpose_of_trivial, star_trivial]
```

## Screening has a unique solution

If \((1+Q)v=0\) for a vector \(v\), then \(v\cdot v+v\cdot Qv=0\). Both terms are nonnegative, so \(v=0\). Hence \(\det\varepsilon(Q)\ne0\). This is needed because Lean's `⁻¹` returns zero for a singular matrix.

```lean
/-- The dielectric matrix of a positive semidefinite `Q` has nonzero determinant. -/
theorem dielectric_det_ne_zero {Q : Matrix n n ℝ} (hQ : Q.PosSemidef) :
    (dielectric Q).det ≠ 0 := by
  intro h0
  obtain ⟨v, hv, hv0⟩ := Matrix.exists_mulVec_eq_zero_iff.mpr h0
  rw [dielectric, Matrix.add_mulVec, Matrix.one_mulVec] at hv0
  have h1 := ((posSemidef_real_iff Q).mp hQ).2 v
  have h2 : v ⬝ᵥ v + v ⬝ᵥ Q *ᵥ v = 0 := by
    rw [← dotProduct_add, hv0, dotProduct_zero]
  have h3 : 0 ≤ v ⬝ᵥ v := Finset.sum_nonneg fun i _ => mul_self_nonneg (v i)
  exact hv (dotProduct_self_eq_zero.mp (by linarith))
```

For an applied potential \(x\) in the dressed representation, the screened potential \(u=\varepsilon(Q)^{-1}x\) therefore satisfies \(u+Qu=x\).

```lean
/-- For positive semidefinite `Q`, the screened potential `u = ε⁻¹ x` solves the screening equation
`u + Q u = x`. -/
theorem screening_equation {Q : Matrix n n ℝ} (hQ : Q.PosSemidef) (x : n → ℝ) :
    (dielectric Q)⁻¹ *ᵥ x + Q *ᵥ ((dielectric Q)⁻¹ *ᵥ x) = x := by
  have e : ∀ y : n → ℝ, y + Q *ᵥ y = dielectric Q *ᵥ y := by
    intro y
    rw [dielectric, Matrix.add_mulVec, Matrix.one_mulVec]
  rw [e, Matrix.mulVec_mulVec,
    Matrix.mul_nonsing_inv _ (isUnit_iff_ne_zero.mpr (dielectric_det_ne_zero hQ)),
    Matrix.one_mulVec]
```

## Every trial potential gives a lower bound

Let \(y\) be any trial potential. Since \(1+Q\) is symmetric and positive semidefinite, and \((1+Q)u=x\),

\[
0\le (y-u)\cdot(1+Q)(y-u)=y\cdot(1+Q)y-2x\cdot y+x\cdot u.
\]

Rearranging gives

\[
2x\cdot y-y\cdot(1+Q)y\le x\cdot\varepsilon(Q)^{-1}x.
\]

In the proof, `h1` and `h2` are the nonnegative parts of the expanded square, `hsym` moves \(Q\) across the dot product, and `hxy` and `hxu` insert the screening equation.

```lean
/-- Variational principle for screening with positive semidefinite `Q`: every trial potential `y`
gives a lower bound `2 x·y - y·(1 + Q)y` to the quadratic form `x·ε⁻¹x`. -/
theorem screening_variational {Q : Matrix n n ℝ} (hQ : Q.PosSemidef) (x y : n → ℝ) :
    2 * (x ⬝ᵥ y) - (y ⬝ᵥ y + y ⬝ᵥ Q *ᵥ y) ≤ x ⬝ᵥ (dielectric Q)⁻¹ *ᵥ x := by
  have hx := screening_equation hQ x
  obtain ⟨u, hu⟩ : ∃ u, u = (dielectric Q)⁻¹ *ᵥ x := ⟨_, rfl⟩
  rw [← hu] at hx ⊢
  obtain ⟨hs, hp⟩ := (posSemidef_real_iff Q).mp hQ
  -- the quadratic form of `1 + Q` at the error `y - u` is nonnegative
  have h1 : 0 ≤ (y - u) ⬝ᵥ (y - u) := Finset.sum_nonneg fun i _ => mul_self_nonneg _
  have h2 := hp (y - u)
  simp only [Matrix.mulVec_sub, sub_dotProduct, dotProduct_sub] at h1 h2
  have hsym : u ⬝ᵥ Q *ᵥ y = y ⬝ᵥ Q *ᵥ u := by
    rw [Matrix.dotProduct_mulVec, ← Matrix.mulVec_transpose, hs, dotProduct_comm]
  have hxy : x ⬝ᵥ y = y ⬝ᵥ u + y ⬝ᵥ Q *ᵥ u := by
    rw [← dotProduct_add, hx, dotProduct_comm]
  have hxu : x ⬝ᵥ u = u ⬝ᵥ u + u ⬝ᵥ Q *ᵥ u := by
    rw [← dotProduct_add, hx, dotProduct_comm]
  have huy := dotProduct_comm u y
  linarith
```

## Two trial potentials bound the error

Assume \(0\le Q_1\le Q_2\le Q_1+\delta\) with \(\delta\ge0\). The three `PosSemidef` hypotheses of the theorem state these inequalities in order.

**Lower bound.** Use the principle for \(Q_1\) with \(y=v=\varepsilon(Q_2)^{-1}x\). Since \(x\cdot v=v\cdot v+v\cdot Q_2v\),

\[
x\cdot\varepsilon(Q_1)^{-1}x\ge 2x\cdot v-v\cdot v-v\cdot Q_1v
=x\cdot v+v\cdot(Q_2-Q_1)v\ge x\cdot\varepsilon(Q_2)^{-1}x.
\]

**Upper bound.** Put \(k=\delta/(1+\delta)\), so that \(1-k=1/(1+\delta)\), and let \(u=\varepsilon(Q_1)^{-1}x\). Define

\[
a=u\cdot u,\quad b=u\cdot Q_1u,\quad q=u\cdot Q_2u,\quad c=(Q_1u)\cdot(Q_1u).
\]

From \(x=u+Q_1u\) follow \(x\cdot u=a+b\) and \(x\cdot x=a+2b+c\). The principle for \(Q_2\) with \(y=(1-k)u\), together with \(q\le b+\delta a\) and \((1-k)(1+\delta)=1\), gives

\[
\begin{aligned}
x\cdot\varepsilon(Q_2)^{-1}x&\ge 2(1-k)(a+b)-(1-k)^2(a+q)\\
&\ge (1-k)a+(1-k^2)b.
\end{aligned}
\]

Therefore

\[
k\,x\cdot x-x\cdot\varepsilon(Q_1)^{-1}x+x\cdot\varepsilon(Q_2)^{-1}x
\ge kb+k(1-k)b+kc\ge0.
\]

Once the vector identities are in place, the tactic `generalize` replaces each of the four dot products by a real variable, everywhere at once. The goal then no longer mentions \(Q_1\), \(Q_2\) or \(u\) through these products, and what remains is an inequality between real numbers. The facts `p1`, `p2` and `p3` are the three nonnegative terms in the last display, and `nlinarith` combines them with the variational bound.

```lean
/-- If `0 ≤ Q₁ ≤ Q₂ ≤ Q₁ + δ` in the semidefinite order, the inverse dielectric matrices satisfy
`0 ≤ ε(Q₁)⁻¹ - ε(Q₂)⁻¹ ≤ δ / (1 + δ)` in the same order. -/
theorem inverse_dielectric_error {Q₁ Q₂ : Matrix n n ℝ} {δ : ℝ} (hδ : 0 ≤ δ)
    (h₁ : Q₁.PosSemidef) (h₁₂ : (Q₂ - Q₁).PosSemidef)
    (hgap : (δ • (1 : Matrix n n ℝ) - (Q₂ - Q₁)).PosSemidef) :
    ((dielectric Q₁)⁻¹ - (dielectric Q₂)⁻¹).PosSemidef ∧
    ((δ / (1 + δ)) • (1 : Matrix n n ℝ)
      - ((dielectric Q₁)⁻¹ - (dielectric Q₂)⁻¹)).PosSemidef := by
  have h₂ : Q₂.PosSemidef := by
    have h := h₁.add h₁₂
    rwa [add_sub_cancel] at h
  have hsym : ∀ Q : Matrix n n ℝ, Q.PosSemidef →
      ((dielectric Q)⁻¹)ᵀ = (dielectric Q)⁻¹ := by
    intro Q hQ
    rw [Matrix.transpose_nonsing_inv, dielectric, Matrix.transpose_add,
      Matrix.transpose_one, ((posSemidef_real_iff Q).mp hQ).1]
  constructor
  · refine (posSemidef_real_iff _).mpr ⟨?_, fun x => ?_⟩
    · rw [Matrix.transpose_sub, hsym _ h₁, hsym _ h₂]
    -- trial potential for `Q₁`: the potential screened by `Q₂`
    have hx := screening_equation h₂ x
    have hvar := screening_variational h₁ x ((dielectric Q₂)⁻¹ *ᵥ x)
    rw [Matrix.sub_mulVec, dotProduct_sub]
    obtain ⟨v, hv⟩ : ∃ v, v = (dielectric Q₂)⁻¹ *ᵥ x := ⟨_, rfl⟩
    rw [← hv] at hx hvar ⊢
    have hxv : x ⬝ᵥ v = v ⬝ᵥ v + v ⬝ᵥ Q₂ *ᵥ v := by
      rw [← dotProduct_add, hx, dotProduct_comm]
    have hd := ((posSemidef_real_iff _).mp h₁₂).2 v
    rw [Matrix.sub_mulVec, dotProduct_sub] at hd
    linarith
  · have hpos : 0 < 1 + δ := by linarith
    obtain ⟨k, hk⟩ : ∃ k, k = δ / (1 + δ) := ⟨_, rfl⟩
    have hk0 : 0 ≤ k := by rw [hk]; positivity
    have hk1 : k ≤ 1 := by rw [hk, div_le_one hpos]; linarith
    have hkm : k * (1 + δ) = δ := by rw [hk, div_mul_cancel₀ _ hpos.ne']
    rw [← hk]
    refine (posSemidef_real_iff _).mpr ⟨?_, fun x => ?_⟩
    · rw [Matrix.transpose_sub, Matrix.transpose_sub, Matrix.transpose_smul,
        Matrix.transpose_one, hsym _ h₁, hsym _ h₂]
    -- trial potential for `Q₂`: the potential screened by `Q₁`, scaled by `1 - k = 1 / (1 + δ)`
    have hx := screening_equation h₁ x
    have hvar := screening_variational h₂ x ((1 - k) • ((dielectric Q₁)⁻¹ *ᵥ x))
    simp only [Matrix.sub_mulVec, Matrix.smul_mulVec, Matrix.one_mulVec, dotProduct_sub,
      dotProduct_smul, smul_eq_mul]
    obtain ⟨u, hu⟩ : ∃ u, u = (dielectric Q₁)⁻¹ *ᵥ x := ⟨_, rfl⟩
    rw [← hu] at hx hvar ⊢
    simp only [Matrix.mulVec_smul, dotProduct_smul, smul_dotProduct, smul_eq_mul] at hvar
    have hxu : x ⬝ᵥ u = u ⬝ᵥ u + u ⬝ᵥ Q₁ *ᵥ u := by
      rw [← dotProduct_add, hx, dotProduct_comm]
    have hxx : x ⬝ᵥ x = u ⬝ᵥ u + 2 * (u ⬝ᵥ Q₁ *ᵥ u) + (Q₁ *ᵥ u) ⬝ᵥ (Q₁ *ᵥ u) := by
      have h : (u + Q₁ *ᵥ u) ⬝ᵥ (u + Q₁ *ᵥ u) = x ⬝ᵥ x := by rw [hx]
      rw [add_dotProduct, dotProduct_add, dotProduct_add, dotProduct_comm (Q₁ *ᵥ u) u] at h
      linarith
    have hb := ((posSemidef_real_iff _).mp h₁).2 u
    have hc : 0 ≤ (Q₁ *ᵥ u) ⬝ᵥ (Q₁ *ᵥ u) := Finset.sum_nonneg fun i _ => mul_self_nonneg _
    have hg := ((posSemidef_real_iff _).mp hgap).2 u
    simp only [Matrix.sub_mulVec, Matrix.smul_mulVec, Matrix.one_mulVec, dotProduct_sub,
      dotProduct_smul, smul_eq_mul] at hg
    rw [hxu] at hvar ⊢
    rw [hxx]
    generalize u ⬝ᵥ u = a at *
    generalize u ⬝ᵥ Q₁ *ᵥ u = b at *
    generalize u ⬝ᵥ Q₂ *ᵥ u = q at *
    generalize (Q₁ *ᵥ u) ⬝ᵥ (Q₁ *ᵥ u) = c at *
    have hq : (1 - k) ^ 2 * q ≤ (1 - k) ^ 2 * (b + δ * a) :=
      mul_le_mul_of_nonneg_left (by linarith) (sq_nonneg _)
    have he : (1 - k) ^ 2 * (b + δ * a) = (1 - k) ^ 2 * b + (1 - k) * k * a := by
      linear_combination (-(1 - k) * a) * hkm
    have p1 := mul_nonneg hk0 hb
    have p2 := mul_nonneg hk0 hc
    have p3 := mul_nonneg (mul_nonneg hk0 (sub_nonneg.mpr hk1)) hb
    nlinarith [hvar, hq, he, p1, p2, p3]
```

## Discarded eigenvalues supply the gap

For nonnegative weights \(d_i\),

\[
x\cdot U\,\mathrm{diag}(d)\,U^{\mathsf T}x=\sum_i d_i\,(U^{\mathsf T}x)_i^2\ge0,
\]

so \(U\,\mathrm{diag}(d)\,U^{\mathsf T}\) is positive semidefinite. This holds for any real square \(U\).

```lean
/-- A matrix `U diag(d) Uᵀ` with nonnegative weights `d` is positive semidefinite. -/
theorem spectral_posSemidef (U : Matrix n n ℝ) {d : n → ℝ} (hd : ∀ i, 0 ≤ d i) :
    (U * Matrix.diagonal d * Uᵀ).PosSemidef := by
  refine (posSemidef_real_iff _).mpr ⟨?_, fun x => ?_⟩
  · simp [Matrix.transpose_mul, Matrix.mul_assoc]
  rw [← Matrix.mulVec_mulVec, ← Matrix.mulVec_mulVec, Matrix.dotProduct_mulVec,
    ← Matrix.mulVec_transpose]
  refine Finset.sum_nonneg fun i _ => ?_
  rw [Matrix.mulVec_diagonal]
  nlinarith [mul_nonneg (hd i) (mul_self_nonneg ((Uᵀ *ᵥ x) i))]
```

Now take \(Q_1=Q_S\) and let \(Q_2\) be the full matrix. Their difference is \(U\,\mathrm{diag}(t)\,U^{\mathsf T}\), where \(t_i=0\) for kept modes and \(t_i=\lambda_i\) for discarded ones. If \(\delta\ge0\), all \(\lambda_i\ge0\) and every discarded \(\lambda_i\le\delta\), then \(0\le t_i\le\delta\). Orthogonality, \(UU^{\mathsf T}=1\), gives

\[
\delta\,1-U\,\mathrm{diag}(t)\,U^{\mathsf T}=U\,\mathrm{diag}(\delta-t)\,U^{\mathsf T}\ge0.
\]

All three hypotheses of the general bound are met.

```lean
/-- For orthogonal `U`, nonnegative eigenvalues `lam` and `δ ≥ 0`, keeping only the eigenpotentials
in `S`, with every discarded eigenvalue at most `δ`, changes the inverse dielectric matrix by a
positive semidefinite error of at most `δ / (1 + δ)`. -/
theorem eigenpotential_truncation_error {U : Matrix n n ℝ} (hU : U * Uᵀ = 1)
    {lam : n → ℝ} (hlam : ∀ i, 0 ≤ lam i) (S : Finset n) {δ : ℝ} (hδ : 0 ≤ δ)
    (hS : ∀ i, i ∉ S → lam i ≤ δ) :
    ((dielectric (truncated U lam S))⁻¹
      - (dielectric (truncated U lam Finset.univ))⁻¹).PosSemidef ∧
    ((δ / (1 + δ)) • (1 : Matrix n n ℝ) - ((dielectric (truncated U lam S))⁻¹
      - (dielectric (truncated U lam Finset.univ))⁻¹)).PosSemidef := by
  -- the discarded part of the spectrum
  obtain ⟨t, ht⟩ : ∃ t : n → ℝ, t = fun i =>
    (if i ∈ Finset.univ then lam i else 0) - (if i ∈ S then lam i else 0) := ⟨_, rfl⟩
  have e : truncated U lam Finset.univ - truncated U lam S = U * Matrix.diagonal t * Uᵀ := by
    rw [truncated, truncated, ← sub_mul, ← mul_sub, Matrix.diagonal_sub, ht]
  have ht0 : ∀ i, 0 ≤ t i := by
    intro i
    by_cases h : i ∈ S <;> simp [ht, h, hlam i]
  have htδ : ∀ i, 0 ≤ δ - t i := by
    intro i
    by_cases h : i ∈ S
    · simp [ht, h, hδ]
    · simp [ht, h, hS i h]
  have hdiag : Matrix.diagonal (fun i => δ - t i)
      = δ • (1 : Matrix n n ℝ) - Matrix.diagonal t := by
    ext i j
    by_cases h : i = j
    · subst h; simp
    · simp [h]
  refine inverse_dielectric_error hδ (spectral_posSemidef U ?_) ?_ ?_
  · intro i
    by_cases h : i ∈ S <;> simp [h, hlam i]
  · rw [e]
    exact spectral_posSemidef U ht0
  · have h := spectral_posSemidef U htδ
    rw [hdiag, mul_sub, sub_mul, Matrix.mul_smul, mul_one, Matrix.smul_mul, hU] at h
    rwa [e]
```

The sign of the error says that truncation never overestimates screening. For the static screening in low-rank GW or Bethe–Salpeter calculations, the theorem turns an eigenvalue cutoff into an error bound on the symmetrised inverse dielectric matrix, provided that the basis is finite and real and the eigenpotentials are exact. It does not cover screening at nonzero real frequencies, errors in \(\chi_0\), approximately computed eigenpotentials, complex Hermitian matrices or the limit of an infinite basis.

## Equal screening of every mode attains the bound

Let \(Q_1=0\) and \(Q_2=\delta\,1\), so that one system does not screen and the other screens every mode equally. Then

\[
\varepsilon(Q_1)^{-1}-\varepsilon(Q_2)^{-1}=\Bigl(1-\frac1{1+\delta}\Bigr)1=\frac{\delta}{1+\delta}\,1.
\]

The proof finds the second inverse by multiplying \((1+\delta)\,1\) by \((1+\delta)^{-1}\,1\).

```lean
/-- For `δ ≥ 0`, `Q₁ = 0` and `Q₂ = δ 1`, the difference of the inverse dielectric matrices equals
`δ / (1 + δ)` times the identity. -/
theorem error_bound_attained {δ : ℝ} (hδ : 0 ≤ δ) :
    (dielectric (0 : Matrix n n ℝ))⁻¹ - (dielectric (δ • (1 : Matrix n n ℝ)))⁻¹
      = (δ / (1 + δ)) • (1 : Matrix n n ℝ) := by
  have hne : 1 + δ ≠ 0 := by linarith
  have hinv : (dielectric (δ • (1 : Matrix n n ℝ)))⁻¹ = (1 + δ)⁻¹ • (1 : Matrix n n ℝ) := by
    apply Matrix.inv_eq_right_inv
    have h : dielectric (δ • (1 : Matrix n n ℝ)) = (1 + δ) • (1 : Matrix n n ℝ) := by
      rw [dielectric, add_smul, one_smul]
    rw [h, Matrix.smul_mul, one_mul, smul_smul, mul_inv_cancel₀ hne, one_smul]
  have hk : δ / (1 + δ) = 1 - (1 + δ)⁻¹ := by
    rw [div_eq_mul_inv]
    linear_combination mul_inv_cancel₀ hne
  rw [hinv, hk, sub_smul, one_smul, dielectric, add_zero, inv_one]

end

end EigenpotentialTruncation
```

```lean
#print axioms EigenpotentialTruncation.eigenpotential_truncation_error
#print axioms EigenpotentialTruncation.error_bound_attained
```

```
'EigenpotentialTruncation.eigenpotential_truncation_error' depends on axioms: [propext, Classical.choice, Quot.sound]
'EigenpotentialTruncation.error_bound_attained' depends on axioms: [propext, Classical.choice, Quot.sound]
```
